# The density of a one-electron s state at a point nucleus as an integral over all radii

A finite sum of s-type Gaussians centred on the nucleus has zero slope there, while a hydrogen-like s state has a cusp. A density read off at that single point can be poor, although a wrong slope does not by itself force a wrong value. For hydrogen, the single Gaussian of lowest energy gives 0.076 atomic units at the nucleus, where the exact ground state has $1/\pi \approx 0.318$. With only the point value to go on, the estimate rests on a place where the basis has the wrong shape.

For an exact, decaying s solution of the nonrelativistic Schrödinger equation with the potential $-Z/r$, $Z>0$, the same density is also an integral over the whole orbital. Write the orbital's radial part as $u(r)/r$. Then

$$u'(0)^2 = 2Z\int_0^\infty \frac{u(r)^2}{r^2}\,dr .$$

When $\int_0^\infty u^2\,dr=1$, the density at the nucleus is $u'(0)^2/(4\pi)$. In electronic structure the formula thus gives a second expression for the contact density, the quantity behind Fermi contact coupling, for one electron in the field of a fixed point nucleus. Atomic units are used throughout.

## The radial problem

```lean
import Mathlib

open MeasureTheory Set Filter Topology

noncomputable section

namespace ContactDensity
```

The file builds on Mathlib, Lean's mathematical library. Four notations recur below: `Ioi 0` is the open half-line $r>0$, `Ici 0` is the closed one $r\ge 0$, `𝓝[>] 0` means that $r$ approaches 0 from above, and `atTop` means $r\to\infty$.

```lean
/-- The function `u`, with derivative `du`, solves the s-wave radial equation
`u'' = 2 (V - E) u` for `r > 0`, is continuously differentiable up to the origin,
vanishes there, and tends to zero at infinity together with its derivative. -/
structure IsRadialSolution (V : ℝ → ℝ) (E : ℝ) (u du : ℝ → ℝ) : Prop where
  origin : u 0 = 0
  deriv_origin : HasDerivWithinAt u (du 0) (Ici 0) 0
  cont_origin : ContinuousWithinAt du (Ici 0) 0
  deriv_pos : ∀ r, 0 < r → HasDerivAt u (du r) r
  schrodinger : ∀ r, 0 < r → HasDerivAt du (2 * (V r - E) * u r) r
  decay : Tendsto u atTop (𝓝 0)
  deriv_decay : Tendsto du atTop (𝓝 0)
```

`IsRadialSolution V E u du` is a list of conditions on a potential $V$, an energy $E$, a function $u$ and its derivative $u'$, written `du`. In ordinary notation they are

$$u(0)=0,\qquad u''=2(V-E)\,u \ \text{ for } r>0,\qquad u,\,u'\to 0 \ \text{ as } r\to\infty,$$

and in addition $u$ has the one-sided derivative $u'(0)$ at the origin, with $u'$ continuous there from the right. Lean's functions are defined on all real numbers, but nothing is asked of them at negative $r$.

The equation has no centrifugal term, so it describes s states only. Normalisation is not required, and even $u=0$ qualifies.

```lean
/-- The Coulomb potential `-Z / r` of a point nucleus of charge `Z`, for `r > 0`. It is attractive
when `Z > 0`. -/
def coulomb (Z r : ℝ) : ℝ := -Z / r
```

This is the potential $V(r)=-Z/r$ of a point nucleus. The charge $Z$ is a real number and need not be an integer.

```lean
/-- The radial energy function `u'^2 - 2 (V - E) u^2`. -/
def radialEnergy (V : ℝ → ℝ) (E : ℝ) (u du : ℝ → ℝ) (r : ℝ) : ℝ :=
  du r ^ 2 - 2 * (V r - E) * u r ^ 2
```

The function

$$F(r)=u'(r)^2-2\,(V(r)-E)\,u(r)^2$$

carries the whole argument. If $r$ is read as time and $u$ as a displacement, the radial equation is that of an oscillator with unit mass and spring constant $2(E-V)$, and $F$ is twice its energy. That energy changes only because the spring constant does.

```lean
/-- The density `u^2 / (4 π r^2)` of the s orbital with reduced radial function `u`,
for `r > 0`. -/
def sDensity (u : ℝ → ℝ) (r : ℝ) : ℝ := u r ^ 2 / (4 * Real.pi * r ^ 2)
```

The spherical density of the s orbital is $n(r)=u(r)^2/(4\pi r^2)$. It is the density of one electron when $\int_0^\infty u^2\,dr=1$; otherwise it must be divided by that integral.

## How the radial energy changes

```lean
variable {V dV u du : ℝ → ℝ} {E : ℝ}

/-- For a radial solution, `u(r) / r` tends to `u'(0)` at the origin. -/
theorem amplitude_origin (h : IsRadialSolution V E u du) :
    Tendsto (fun r => u r / r) (𝓝[>] 0) (𝓝 (du 0)) := by
  have h1 := (hasDerivWithinAt_iff_tendsto_slope' (by simp)).mp
    (h.deriv_origin.mono Ioi_subset_Ici_self)
  refine h1.congr fun r => ?_
  rw [slope_def_field, h.origin, sub_zero, sub_zero]
```

A Lean theorem lists its hypotheses in brackets, then states its claim after the colon, and the proof follows `:= by`. Here `h` says that $u$ is a radial solution, and the claim is

$$\lim_{r\to 0^+}\frac{u(r)}{r}=u'(0).$$

Because $u(0)=0$, the ratio $u(r)/r$ is the difference quotient $(u(r)-u(0))/(r-0)$, whose limit is the derivative by definition. The proof makes just this identification.

```lean
/-- Along a radial solution, at a radius `r > 0` where the potential is differentiable,
the radial energy function changes at the rate `-2 V' u^2`. -/
theorem hasDerivAt_radialEnergy (h : IsRadialSolution V E u du) {r : ℝ} (hr : 0 < r)
    (hV : HasDerivAt V (dV r) r) :
    HasDerivAt (radialEnergy V E u du) (-(2 * (dV r * u r ^ 2))) r := by
  have h1 := (h.schrodinger r hr).fun_pow 2
  have h2 := ((hV.sub_const E).const_mul 2).fun_mul ((h.deriv_pos r hr).fun_pow 2)
  refine (h1.fun_sub h2).congr_deriv ?_
  push_cast
  ring
```

The symbol `dV` stands for $V'$. Differentiating $F$ and inserting the radial equation gives

$$F'=2u'u''-2V'u^2-4(V-E)uu' = 4(V-E)uu'-2V'u^2-4(V-E)uu'=-2V'u^2 .$$

In the proof, `h1` is the derivative of $u'^2$ and `h2` that of $2(V-E)u^2$. The tactic `ring` confirms the cancellation.

```lean
/-- If `r^2 V` tends to zero at the origin, the radial energy function of a radial
solution tends to `u'(0)^2` there. -/
theorem radialEnergy_origin (h : IsRadialSolution V E u du)
    (hV : Tendsto (fun r => r ^ 2 * V r) (𝓝[>] 0) (𝓝 0)) :
    Tendsto (radialEnergy V E u du) (𝓝[>] 0) (𝓝 (du 0 ^ 2)) := by
  have hd : Tendsto du (𝓝[>] 0) (𝓝 (du 0)) := h.cont_origin.mono Ioi_subset_Ici_self
  have hr : Tendsto (fun r : ℝ => r) (𝓝[>] 0) (𝓝 0) :=
    tendsto_id.mono_left nhdsWithin_le_nhds
  -- write u^2 as r^2 (u/r)^2, so that r^2 tames the potential
  have key := (hd.pow 2).sub (((hV.sub ((hr.pow 2).const_mul E)).const_mul 2).mul
    ((amplitude_origin h).pow 2))
  have e : du 0 ^ 2 - 2 * (0 - E * 0 ^ 2) * du 0 ^ 2 = du 0 ^ 2 := by ring
  rw [e] at key
  refine key.congr' ?_
  filter_upwards [self_mem_nhdsWithin] with r hr0
  have hne : r ≠ 0 := (mem_Ioi.mp hr0).ne'
  have hu : u r ^ 2 = r ^ 2 * (u r / r) ^ 2 := by field_simp
  simp only [radialEnergy]
  linear_combination 2 * (V r - E) * hu
```

The potential may diverge at the origin, so the limit of $F$ there takes some care. For $r>0$, write $u^2=r^2(u/r)^2$:

$$F(r)=u'(r)^2-2\left(r^2V(r)-Er^2\right)\left(\frac{u(r)}{r}\right)^2 .$$

The bracket with $r^2V$ tends to 0 by hypothesis, and $u/r$ tends to the finite number $u'(0)$. Hence $F(r)\to u'(0)^2$. The step named `key` takes the limit of the rewritten expression, and the last lines show that it equals $F$ for $r>0$.

```lean
/-- If the potential has a finite limit at infinity, the radial energy function of a
radial solution tends to zero there. -/
theorem radialEnergy_infinity (h : IsRadialSolution V E u du) {Vinf : ℝ}
    (hV : Tendsto V atTop (𝓝 Vinf)) :
    Tendsto (radialEnergy V E u du) atTop (𝓝 0) := by
  have key := (h.deriv_decay.pow 2).sub
    (((hV.sub_const E).const_mul 2).mul (h.decay.pow 2))
  have e : (0 : ℝ) ^ 2 - 2 * (Vinf - E) * 0 ^ 2 = 0 := by ring
  rw [e] at key
  exact key
```

At large $r$, both $u$ and $u'$ tend to 0 while $V$ tends to a finite value $V_\infty$, written `Vinf`. Therefore

$$F(r)\to 0^2-2(V_\infty-E)\cdot 0^2=0 .$$

## From the force to the slope at the origin

```lean
/-- For a differentiable, nowhere repulsive potential (`V' ≥ 0`) with `r^2 V → 0` at the
origin and a finite limit at infinity, every radial solution has `V' u^2` integrable and
`u'(0)^2 = 2 ∫ V' u^2 dr`. -/
theorem contact_eq_force_integral (h : IsRadialSolution V E u du) {Vinf : ℝ}
    (hV : ∀ r, 0 < r → HasDerivAt V (dV r) r) (hpos : ∀ r, 0 < r → 0 ≤ dV r)
    (hV0 : Tendsto (fun r => r ^ 2 * V r) (𝓝[>] 0) (𝓝 0))
    (hVinf : Tendsto V atTop (𝓝 Vinf)) :
    IntegrableOn (fun r => dV r * u r ^ 2) (Ioi 0) ∧
      du 0 ^ 2 = 2 * ∫ r in Ioi (0 : ℝ), dV r * u r ^ 2 := by
  have h0 : radialEnergy V E u du 0 = du 0 ^ 2 := by simp [radialEnergy, h.origin]
  have hc : ContinuousWithinAt (fun r => -radialEnergy V E u du r) (Ici 0) 0 := by
    rw [← continuousWithinAt_Ioi_iff_Ici]
    have h1 := (radialEnergy_origin h hV0).neg
    rw [← h0] at h1
    exact h1
  have hd : ∀ r ∈ Ioi (0 : ℝ), HasDerivAt (fun r => -radialEnergy V E u du r)
      (2 * (dV r * u r ^ 2)) r := fun r hr =>
    (hasDerivAt_radialEnergy h hr (hV r hr)).fun_neg.congr_deriv (by ring)
  have hp : ∀ r ∈ Ioi (0 : ℝ), 0 ≤ 2 * (dV r * u r ^ 2) := fun r hr =>
    mul_nonneg zero_le_two (mul_nonneg (hpos r hr) (sq_nonneg _))
  have hl : Tendsto (fun r => -radialEnergy V E u du r) atTop (𝓝 0) := by
    simpa using (radialEnergy_infinity h hVinf).neg
  -- monotonicity gives integrability as well as the value of the integral
  have hi := integrableOn_Ioi_deriv_of_nonneg hc hd hp hl
  have hI := integral_Ioi_of_hasDerivAt_of_nonneg hc hd hp hl
  constructor
  · have e : (fun r => dV r * u r ^ 2) =
        fun r => (1 / 2 : ℝ) * (2 * (dV r * u r ^ 2)) := by
      funext r
      ring
    rw [e]
    exact Integrable.const_mul hi (1 / 2)
  · rw [integral_const_mul] at hI
    rw [hI, h0]
    ring
```

The theorem allows any local central potential that meets four conditions: it is differentiable for $r>0$, $V'\ge 0$, $r^2V\to 0$ at the origin, and $V$ has a finite limit at infinity. The second says that the force $-V'$ never points outward. The third rules out a singularity as strong as $1/r^2$, and the fourth rules out confinement by a potential that grows without bound. The conclusion is that $V'u^2$ is integrable and

$$u'(0)^2=2\int_0^\infty V'(r)\,u(r)^2\,dr .$$

By hand, integrate $F'=-2V'u^2$ between two radii $0<a<b$:

$$2\int_a^b V'u^2\,dr=F(a)-F(b).$$

As $a\to0$ and $b\to\infty$, the right side tends to $u'(0)^2-0$. The integrand is nonnegative, so the finite limit also shows that the integral over the half-line converges.

Lean works with $-F$, whose derivative $2V'u^2$ is nonnegative. The facts `hc`, `hd`, `hp` and `hl` supply continuity at the origin, the derivative, its sign and the limit at infinity. Two Mathlib theorems about nonnegative derivatives on a half-line then give integrability (`hi`) and the value of the integral (`hI`). Integrability is stated separately because Lean assigns the value 0 to the integral of a non-integrable function.

The limiting case of a constant potential is instructive. There $V'=0$, so the formula gives $u'(0)=0$. Together with $u(0)=0$ and uniqueness for the linear equation, this forces $u=0$ everywhere: a flat potential has no bound s state.

## The point nucleus

```lean
/-- For a radial solution in the Coulomb field of a nucleus with `Z > 0`, the function
`u^2 / r^2` is integrable and `u'(0)^2 = 2 Z ∫ u^2 / r^2 dr`. -/
theorem coulomb_contact {Z : ℝ} (hZ : 0 < Z) (h : IsRadialSolution (coulomb Z) E u du) :
    IntegrableOn (fun r => u r ^ 2 / r ^ 2) (Ioi 0) ∧
      du 0 ^ 2 = 2 * Z * ∫ r in Ioi (0 : ℝ), u r ^ 2 / r ^ 2 := by
  have e : coulomb Z = fun r => -Z * r⁻¹ := funext fun r => div_eq_mul_inv _ _
  have hV : ∀ r, 0 < r → HasDerivAt (coulomb Z) (Z / r ^ 2) r := by
    intro r hr
    rw [e]
    exact ((hasDerivAt_inv hr.ne').const_mul (-Z)).congr_deriv (by ring)
  have hV0 : Tendsto (fun r => r ^ 2 * coulomb Z r) (𝓝[>] 0) (𝓝 0) := by
    have hr : Tendsto (fun r : ℝ => r) (𝓝[>] 0) (𝓝 0) :=
      tendsto_id.mono_left nhdsWithin_le_nhds
    have h1 := hr.const_mul (-Z)
    rw [mul_zero] at h1
    refine h1.congr' ?_
    filter_upwards [self_mem_nhdsWithin] with r hr0
    have hne : r ≠ 0 := (mem_Ioi.mp hr0).ne'
    rw [coulomb, sq, mul_assoc, mul_div_cancel₀ _ hne, mul_comm]
  have hVinf : Tendsto (coulomb Z) atTop (𝓝 0) := by
    have h1 := (tendsto_inv_atTop_zero (𝕜 := ℝ)).const_mul (-Z)
    rw [mul_zero] at h1
    rw [e]
    exact h1
  obtain ⟨hi, hI⟩ := contact_eq_force_integral h hV (fun r _ => by positivity) hV0 hVinf
  have e1 : (fun r => Z / r ^ 2 * u r ^ 2) = fun r => Z * (u r ^ 2 / r ^ 2) := by
    funext r
    ring
  rw [e1] at hi hI
  constructor
  · have e2 : (fun r => u r ^ 2 / r ^ 2) = fun r => Z⁻¹ * (Z * (u r ^ 2 / r ^ 2)) :=
      funext fun r => (inv_mul_cancel_left₀ hZ.ne' _).symm
    rw [e2]
    exact Integrable.const_mul hi Z⁻¹
  · rw [hI, integral_const_mul, mul_assoc]
```

For $V=-Z/r$ the conditions are quickly checked:

$$V'=\frac{Z}{r^2}\ge 0,\qquad r^2V=-Zr\to 0 \ \text{ as } r\to 0^+,\qquad V\to 0 \ \text{ as } r\to\infty .$$

The general formula becomes

$$u'(0)^2=2\int_0^\infty\frac{Z}{r^2}\,u^2\,dr=2Z\int_0^\infty\frac{u^2}{r^2}\,dr .$$

The facts `hV`, `hV0` and `hVinf` are the derivative and the two limits. The general theorem gives integrability of $Zu^2/r^2$, and since $Z\neq0$, dividing by $Z$ gives that of $u^2/r^2$. The theorem places no condition on the energy $E$, so the formula holds for excited bound s states as well as for the ground state.

```lean
/-- In the Coulomb field of a nucleus with `Z > 0`, the density of an s orbital whose `u`
is a radial solution tends at the nucleus to `Z / (2 π)` times `∫ u^2 / r^2 dr`. -/
theorem coulomb_density_at_nucleus {Z : ℝ} (hZ : 0 < Z)
    (h : IsRadialSolution (coulomb Z) E u du) :
    Tendsto (sDensity u) (𝓝[>] 0)
      (𝓝 (Z / (2 * Real.pi) * ∫ r in Ioi (0 : ℝ), u r ^ 2 / r ^ 2)) := by
  have h1 := ((amplitude_origin h).pow 2).const_mul (1 / (4 * Real.pi))
  rw [(coulomb_contact hZ h).2] at h1
  convert h1 using 1
  · funext r
    simp only [sDensity]
    ring
  · congr 1
    ring
```

The density at the nucleus is expressed as a limit, because $u^2/r^2$ has the form $0/0$ at $r=0$. Squaring the limit of $u/r$ and inserting the Coulomb formula gives

$$\lim_{r\to0^+}n(r)=\frac{u'(0)^2}{4\pi}=\frac{Z}{2\pi}\int_0^\infty\frac{u^2}{r^2}\,dr .$$

For normalised $u$ the integral is the expectation value $\langle r^{-2}\rangle$, and the contact density is $Z\langle r^{-2}\rangle/(2\pi)$.

```lean
/-- For `Z > 0`, the function `u = r exp(-Z r)` is a radial solution in the Coulomb field
at energy `-Z^2 / 2`. -/
theorem hydrogenic_witness {Z : ℝ} (hZ : 0 < Z) :
    IsRadialSolution (coulomb Z) (-Z ^ 2 / 2) (fun r => r * Real.exp (-Z * r))
      (fun r => (1 - Z * r) * Real.exp (-Z * r)) := by
  have he : ∀ r : ℝ, HasDerivAt (fun r => Real.exp (-Z * r))
      (Real.exp (-Z * r) * -Z) r := fun r =>
    (((hasDerivAt_id' r).const_mul (-Z)).exp).congr_deriv (by ring)
  have hu : ∀ r : ℝ, HasDerivAt (fun r => r * Real.exp (-Z * r))
      ((1 - Z * r) * Real.exp (-Z * r)) r := fun r =>
    ((hasDerivAt_id' r).fun_mul (he r)).congr_deriv (by ring)
  have hz : Tendsto (fun r : ℝ => Z * r) atTop atTop := tendsto_id.const_mul_atTop hZ
  have l0 : Tendsto (fun r => Real.exp (-Z * r)) atTop (𝓝 0) := by
    refine (Real.tendsto_exp_neg_atTop_nhds_zero.comp hz).congr fun r => ?_
    simp only [Function.comp_apply, neg_mul]
  have l1 : Tendsto (fun r => r * Real.exp (-Z * r)) atTop (𝓝 0) := by
    have h1 := ((Real.tendsto_pow_mul_exp_neg_atTop_nhds_zero 1).comp hz).const_mul Z⁻¹
    rw [mul_zero] at h1
    refine h1.congr fun r => ?_
    simp only [Function.comp_apply, pow_one, neg_mul]
    rw [mul_assoc Z, inv_mul_cancel_left₀ hZ.ne']
  refine ⟨by simp, (hu 0).hasDerivWithinAt, ?_, fun r _ => hu r, ?_, l1, ?_⟩
  · exact Continuous.continuousWithinAt (by fun_prop)
  · intro r hr
    have hq : -Z / r * r = -Z := div_mul_cancel₀ _ hr.ne'
    refine ((((hasDerivAt_id' r).const_mul Z).const_sub 1).fun_mul (he r)).congr_deriv ?_
    simp only [coulomb]
    linear_combination (-2 * Real.exp (-Z * r)) * hq
  · have h2 := l0.sub (l1.const_mul Z)
    rw [mul_zero, sub_zero] at h2
    exact h2.congr fun r => by ring

end ContactDensity
```

This theorem exhibits a nonzero function that meets every condition, for each $Z>0$. With $u=re^{-Zr}$,

$$u'=(1-Zr)e^{-Zr},\qquad u''=(Z^2r-2Z)e^{-Zr}=2\left(-\frac{Z}{r}+\frac{Z^2}{2}\right)u ,$$

which is the radial equation at $E=-Z^2/2$. In the proof, `he` and `hu` are the derivatives of the exponential and of $u$, while `l0` and `l1` say that $e^{-Zr}$ and $re^{-Zr}$ vanish at infinity. The closing steps check the conditions one by one.

Both sides of the Coulomb formula are easy to evaluate for this function: $u'(0)^2=1$, and $2Z\int_0^\infty e^{-2Zr}\,dr=1$. Since $\int_0^\infty u^2\,dr=1/(4Z^3)$, the normalised density at the nucleus is

$$\frac{1}{4\pi}\cdot 4Z^3=\frac{Z^3}{\pi}.$$

## One Gaussian in both expressions

Take hydrogen, $Z=1$, with the trial function $u=re^{-\alpha r^2}$. Its energy is $\tfrac32\alpha-2\sqrt{2\alpha/\pi}$, which is lowest at $\alpha=8/(9\pi)\approx0.283$. The normalised density at the nucleus, read off directly, is

$$\left(\frac{2\alpha}{\pi}\right)^{3/2}=\left(\frac{4}{3\pi}\right)^3\approx0.076 .$$

The integral expression differs from this by the factor

$$\frac{2\int_0^\infty e^{-2\alpha r^2}\,dr}{u'(0)^2}=\sqrt{\frac{\pi}{2\alpha}}=\frac{3\pi}{4}\approx2.356 ,$$

and so gives $(4/(3\pi))^2\approx0.180$. For an exact solution the two values would agree, but the Gaussian does not solve the radial equation. Here the integral lies closer to the exact 0.318, but this is a single trial function, and the theorems above concern exact solutions and bound neither error in a larger basis.

```lean
#print axioms ContactDensity.coulomb_density_at_nucleus
```

```
'ContactDensity.coulomb_density_at_nucleus' depends on axioms: [propext, Classical.choice, Quot.sound]
```
